# For h < 0, a regular solution with W = h + aT becomes unstable on heating when a > 2R, while one with exponentially decaying W keeps positive curvature

In the regular-solution model, a binary alloy whose unlike pairs of atoms bind more strongly than the average of the like pairs does not separate into two solutions at low temperature. Suppose its interaction parameter has been fitted over a limited range of temperature and is then extrapolated upwards. With a linear temperature dependence, the computed phase diagram may show the solid or liquid solution separating into two phases on heating, an inverse miscibility gap that the data never suggested. The question is which parameter values produce this, and whether an exponential temperature dependence does the same.

## Curvature and its sign

Let \(x\) with \(0<x<1\) be the mole fraction of one component, \(T\) the temperature, \(R>0\) the gas constant and \(W\) the interaction parameter. In the strict sense a regular solution has no excess entropy, so that \(W\) does not depend on \(T\); here the name is also used when \(W\) varies with temperature. The molar free energy of mixing is

\[
G(x) = RT\,\bigl(x\ln x+(1-x)\ln(1-x)\bigr) + W\,x(1-x).
\]

A homogeneous solution is unstable against small composition fluctuations where \(G''(x)<0\). In the first derivative the constants \(+1\) and \(-1\) from the two logarithmic terms cancel:

\[
G'(x) = RT\,\bigl(\ln x-\ln(1-x)\bigr) + W(1-2x).
\]

Differentiating again gives

\[
G''(x) = RT\left(\frac1x+\frac1{1-x}\right)-2W = \frac{RT}{x(1-x)}-2W .
\]

Since \(1-4x(1-x)=(1-2x)^2\ge 0\), we have \(x(1-x)\le 1/4\), and for \(RT\ge 0\)

\[
G''(x)\ \ge\ 4RT-2W ,
\]

with equality at \(x=1/2\). The equimolar composition is therefore the first to lose stability.

**Linear model.** Put \(W=h+aT\) with \(h<0\). Here \(h\) is the enthalpic part of the interaction, negative when unlike pairs of atoms are energetically favoured over the average of the like pairs, and \(a>0\) corresponds to a negative excess entropy \(-a\,x(1-x)\). At \(x=1/2\),

\[
G''(1/2) = 4RT-2h-2aT = -2h-2(a-2R)T .
\]

If \(a>2R\), this is negative exactly when

\[
T > T^* = \frac{-h}{a-2R},
\]

and \(T^*>0\). For \(0<T<T^*\) the lower bound is positive, so the curvature is positive at every composition. If \(a\le 2R\), the bound \(-2h+2(2R-a)T\) is positive for all \(T>0\) and no instability occurs. The threshold \(2R\) is the slope above which the excess entropy outweighs the ideal entropy of mixing in the curvature at \(x=1/2\).

At a general composition write \(p=x(1-x)\). Multiplying \(G''(x)<0\) by \(p>0\) gives \(RT-2hp-2apT<0\). When \(2ap>R\), this means

\[
T > \frac{-2hp}{2ap-R},
\]

which reduces to \(T>T^*\) at \(p=1/4\).

**Exponential model.** Put \(W=h\,e^{-T/s}\), where \(s>0\) is the temperature scale on which the interaction fades and \(h\) is the low-temperature limit of \(W\). For \(T>0\) the exponential lies between 0 and 1. If \(h\le 0\), then \(W\le 0<2RT\); if \(h>0\), then \(W\le h\). In either case \(h<2RT\) implies \(W<2RT\), and hence \(G''(x)\ge 4RT-2W>0\). For \(h<0\) the condition \(h<2RT\) holds at every positive temperature.

The sign of \(h\) matters for this last conclusion. Take \(R=s=h=1\) in arbitrary units and \(T=0.1\): then \(G''(1/2)=0.4-2e^{-0.1}\approx-1.41\), the ordinary low-temperature instability of a solution in which like pairs of atoms are energetically favoured.

## The model in Lean

```lean
import Mathlib

open Real

namespace RegularSolutionInverseGap

noncomputable section
```

All quantities are real numbers, and `R` is a variable, so any consistent system of units is allowed. The free energy is the formula above, with `log` the natural logarithm.

```lean
/-- Molar free energy of mixing of a regular solution with gas constant `R`, interaction
parameter `W`, temperature `T` and composition `x`. -/
def freeEnergy (R W T x : ℝ) : ℝ :=
  R * T * (x * log x + (1 - x) * log (1 - x)) + W * x * (1 - x)
```

The curvature is defined as the second derivative itself, so its closed form has to be proved.

```lean
/-- Curvature of the free energy: its second derivative with respect to composition. -/
def curvature (R W T x : ℝ) : ℝ := deriv (deriv (freeEnergy R W T)) x
```

The two temperature laws are separate functions, which are later substituted for `W`. Because the derivative is taken with respect to `x` at fixed `T`, this substitution does not affect the differentiation.

```lean
/-- Interaction parameter that is linear in temperature. -/
def linearW (h a T : ℝ) : ℝ := h + a * T

/-- Interaction parameter that decays exponentially with temperature, on the scale `s`. -/
def expW (h s T : ℝ) : ℝ := h * exp (-T / s)
```

## Two derivatives and a lower bound

The first derivative is assembled from the product rule and the derivatives of the two logarithms. The closing `linear_combination` uses \(x\cdot x^{-1}=1\) and its analogue for \(1-x\), which are the two constants that cancel by hand.

```lean
/-- The first derivative of the free energy with respect to composition. -/
theorem hasDerivAt_freeEnergy (R W T : ℝ) {x : ℝ} (h0 : 0 < x) (h1 : x < 1) :
    HasDerivAt (freeEnergy R W T)
      (R * T * (log x - log (1 - x)) + W * (1 - 2 * x)) x := by
  have hx : x ≠ 0 := h0.ne'
  have hy : 1 - x ≠ 0 := (sub_pos.mpr h1).ne'
  have i := hasDerivAt_id' x
  have j : HasDerivAt (fun y : ℝ => 1 - y) (-1) x := i.const_sub 1
  have e := (((i.fun_mul (Real.hasDerivAt_log hx)).fun_add
    (j.fun_mul (j.log hy))).const_mul (R * T)).fun_add ((i.const_mul W).fun_mul j)
  have e1 : x * x⁻¹ = 1 := mul_inv_cancel₀ hx
  have e2 : (1 - x) * (-1 / (1 - x)) = -1 := mul_div_cancel₀ (-1) hy
  exact e.congr_deriv (by linear_combination R * T * e1 + R * T * e2)
```

To differentiate again, one needs the formula for \(G'\) near \(x\), not only at \(x\). The statement `ev` supplies this: the open interval \((0,1)\) is a neighbourhood of \(x\), and the formula holds throughout it. The identity `k` then combines \(1/x+1/(1-x)\) into one fraction.

```lean
/-- The curvature is the ideal-mixing term `RT/(x(1-x))` minus twice the interaction
parameter. -/
theorem curvature_eq (R W T : ℝ) {x : ℝ} (h0 : 0 < x) (h1 : x < 1) :
    curvature R W T x = R * T / (x * (1 - x)) - 2 * W := by
  have hx : x ≠ 0 := h0.ne'
  have hy : 1 - x ≠ 0 := (sub_pos.mpr h1).ne'
  -- the formula for the first derivative holds in a neighbourhood of x
  have ev : deriv (freeEnergy R W T) =ᶠ[nhds x]
      fun y => R * T * (log y - log (1 - y)) + W * (1 - 2 * y) := by
    filter_upwards [Ioo_mem_nhds h0 h1] with y hy
    exact (hasDerivAt_freeEnergy R W T hy.1 hy.2).deriv
  have i := hasDerivAt_id' x
  have j : HasDerivAt (fun y : ℝ => 1 - y) (-1) x := i.const_sub 1
  have d := (((Real.hasDerivAt_log hx).fun_sub (j.log hy)).const_mul (R * T)).fun_add
    (((i.const_mul 2).const_sub 1).const_mul W)
  have k : x⁻¹ - -1 / (1 - x) = 1 / (x * (1 - x)) := by
    field_simp
    ring
  rw [curvature, ev.deriv_eq, d.deriv]
  linear_combination R * T * k
```

At \(x=1/2\) the denominator is \(1/4\).

```lean
/-- At equal composition the curvature is `4RT - 2W`. -/
theorem curvature_half (R W T : ℝ) :
    curvature R W T (1 / 2) = 4 * (R * T) - 2 * W := by
  rw [curvature_eq R W T (by norm_num) (by norm_num)]
  ring
```

The lower bound assumes only `0 ≤ R * T`. After multiplication by \(x(1-x)\), the claim follows from \(RT(1-2x)^2\ge0\), which is the term handed to `nlinarith`.

```lean
/-- If `RT ≥ 0`, the curvature at any composition strictly between 0 and 1 is at least `4RT - 2W`.
-/
theorem curvature_ge {R T x : ℝ} (W : ℝ) (hRT : 0 ≤ R * T) (h0 : 0 < x) (h1 : x < 1) :
    4 * (R * T) - 2 * W ≤ curvature R W T x := by
  have p : 0 < x * (1 - x) := mul_pos h0 (sub_pos.mpr h1)
  have k : 4 * (R * T) ≤ R * T / (x * (1 - x)) := by
    rw [le_div_iff₀ p]
    nlinarith [mul_nonneg hRT (sq_nonneg (1 - 2 * x))]
  rw [curvature_eq R W T h0 h1]
  linarith
```

## The linear law

The main theorem for this model joins three statements: \(T^*\) is positive, the curvature at \(x=1/2\) is negative if and only if \(T>T^*\), and for \(0<T<T^*\) the curvature is positive at every composition strictly between 0 and 1. The equivalence is algebraic and is stated for every real `T`; only the third part needs `0 < T`, because it uses the lower bound. In both cases `hd`, the positivity of \(a-2R\), allows the inequality to be multiplied through by the denominator.

```lean
/-- Linear model with `h < 0` and `a > 2R`: the temperature `-h/(a-2R)` is positive, the
curvature at `x = 1/2` is negative exactly above it, and at positive temperatures below it
the curvature is positive at every composition. -/
theorem linear_inverse_gap {R h a : ℝ} (hR : 0 < R) (hh : h < 0) (ha : 2 * R < a) :
    0 < -h / (a - 2 * R) ∧
    (∀ T, curvature R (linearW h a T) T (1 / 2) < 0 ↔ -h / (a - 2 * R) < T) ∧
    (∀ T x, 0 < T → T < -h / (a - 2 * R) → 0 < x → x < 1 →
      0 < curvature R (linearW h a T) T x) := by
  have hd : 0 < a - 2 * R := sub_pos.mpr ha
  refine ⟨div_pos (neg_pos.mpr hh) hd, fun T => ?_, fun T x hT hlt h0 h1 => ?_⟩
  · rw [curvature_half, linearW, div_lt_iff₀ hd]
    constructor <;> intro k <;> nlinarith
  · -- the composition x = 1/2 is the first to become unstable
    have g := curvature_ge (linearW h a T) (mul_pos hR hT).le h0 h1
    rw [lt_div_iff₀ hd] at hlt
    unfold linearW at g ⊢
    nlinarith
```

The spinodal theorem gives the threshold at a chosen composition. It assumes \(2a\,x(1-x)>R\) and no sign for \(h\). For \(h<0\) and \(R>0\) the threshold is a positive temperature; for \(h>0\) it is negative, and the solution is then unstable at that composition at every positive temperature.

```lean
/-- Spinodal of the linear model: at a composition with `2a x(1-x) > R` the curvature is
negative exactly above the temperature `-2h x(1-x)/(2a x(1-x) - R)`. -/
theorem linear_spinodal {R h a T x : ℝ} (h0 : 0 < x) (h1 : x < 1)
    (hw : R < 2 * a * (x * (1 - x))) :
    curvature R (linearW h a T) T x < 0 ↔
      -(2 * h * (x * (1 - x))) / (2 * a * (x * (1 - x)) - R) < T := by
  have p : 0 < x * (1 - x) := mul_pos h0 (sub_pos.mpr h1)
  rw [curvature_eq R _ T h0 h1, linearW, div_lt_iff₀ (sub_pos.mpr hw), sub_neg,
    div_lt_iff₀ p]
  constructor <;> intro k <;> nlinarith
```

The next theorem shows that \(a>2R\) is exactly the condition for an instability when \(h<0\). In the forward direction, an unstable point together with \(a\le2R\) contradicts the lower bound. In the other direction, the proof exhibits the temperature \(T^*+1\) and the composition \(1/2\).

```lean
/-- For `h < 0` the linear model has negative curvature at some positive temperature and
some composition if and only if `a > 2R`. -/
theorem linear_unstable_iff {R h a : ℝ} (hR : 0 < R) (hh : h < 0) :
    (∃ T x, 0 < T ∧ 0 < x ∧ x < 1 ∧ curvature R (linearW h a T) T x < 0) ↔
      2 * R < a := by
  constructor
  · rintro ⟨T, x, hT, h0, h1, hc⟩
    by_contra hn
    have g := curvature_ge (linearW h a T) (mul_pos hR hT).le h0 h1
    have q : 0 ≤ T * (2 * R - a) := mul_nonneg hT.le (by linarith)
    unfold linearW at g hc
    nlinarith
  · intro ha
    obtain ⟨hp, hiff, -⟩ := linear_inverse_gap hR hh ha
    exact ⟨-h / (a - 2 * R) + 1, 1 / 2, by linarith, by norm_num, by norm_num,
      (hiff _).mpr (by linarith)⟩
```

## The exponential law

The first theorem allows either sign of \(h\) and asks for \(h<2RT\). The facts `e0` and `e1` place the exponential in \((0,1]\), and the case split on the sign of \(h\) follows the argument by hand.

```lean
/-- Exponential model with `h` of either sign: the curvature is positive at every composition
strictly between 0 and 1, at any positive temperature with `2RT > h`. -/
theorem exponential_stable {R h s T x : ℝ} (hR : 0 < R) (hs : 0 < s) (hT : 0 < T)
    (hhT : h < 2 * (R * T)) (h0 : 0 < x) (h1 : x < 1) :
    0 < curvature R (expW h s T) T x := by
  have hRT : 0 < R * T := mul_pos hR hT
  have e0 : 0 < exp (-T / s) := exp_pos _
  have e1 : exp (-T / s) ≤ 1 := by
    apply Real.exp_le_one_iff.mpr
    rw [neg_div]
    linarith [div_pos hT hs]
  -- the decaying factor lies in (0, 1], so W stays below 2RT
  have hW : expW h s T < 2 * (R * T) := by
    unfold expW
    rcases le_total h 0 with hn | hp
    · linarith [mul_nonpos_of_nonpos_of_nonneg hn e0.le]
    · linarith [mul_le_mul_of_nonneg_left e1 hp]
  linarith [curvature_ge (expW h s T) hRT.le h0 h1]
```

With \(h<0\) the condition is automatic, which gives positive curvature at all positive temperatures and all interior compositions.

```lean
/-- Exponential model with `h < 0`: the curvature is positive at every positive temperature
and every composition. -/
theorem exponential_no_gap {R h s : ℝ} (hR : 0 < R) (hh : h < 0) (hs : 0 < s) :
    ∀ T x, 0 < T → 0 < x → x < 1 → 0 < curvature R (expW h s T) T x := by
  intro T x hT h0 h1
  exact exponential_stable hR hs hT (by linarith [mul_pos hR hT]) h0 h1

end

end RegularSolutionInverseGap
```

```lean
#print axioms RegularSolutionInverseGap.linear_spinodal
#print axioms RegularSolutionInverseGap.linear_unstable_iff
#print axioms RegularSolutionInverseGap.exponential_no_gap
```

```
'RegularSolutionInverseGap.linear_spinodal' depends on axioms: [propext, Classical.choice, Quot.sound]
'RegularSolutionInverseGap.linear_unstable_iff' depends on axioms: [propext, Classical.choice, Quot.sound]
'RegularSolutionInverseGap.exponential_no_gap' depends on axioms: [propext, Classical.choice, Quot.sound]
```

## Checking a fitted parameter

In a phase-diagram calculation that uses a single composition-independent interaction parameter, the criterion is a short test on the two fitted coefficients. Take the invented values \(h/R=-3000\ \mathrm{K}\) and \(a/R=3\). Since \(a/R>2\), the instability appears, and it starts at

\[
T^*=\frac{3000\ \mathrm{K}}{3-2}=3000\ \mathrm{K}.
\]

At \(x=1/4\), where \(p=3/16\), the spinodal formula gives

\[
T=\frac{2\cdot 3000\cdot 3/16}{2\cdot3\cdot 3/16-1}\ \mathrm{K}=\frac{1125}{0.125}\ \mathrm{K}=9000\ \mathrm{K}.
\]

For \(h<0\), a program can first test whether \(a>2R\). If so, it can compute \(T^*\) and issue a warning when \(T^*\) lies below the highest temperature at which the parameter will be evaluated. If \(a\le 2R\), no warning is needed. Interaction parameters that depend on composition change \(G''\), and the test must then be derived afresh.

The theorems concern the sign of the curvature within one phase. The compositions of coexisting phases follow from a common-tangent construction, and competition with other phases requires their free energies too; neither is treated here.
